# Upper and lower bounds on the difference of two ladder T-matrices for a positive definite interaction

In a ladder sum, two particles scatter repeatedly through a bare interaction V. When V and V⁻¹ + Q are invertible, this gives the T-matrix T = (V⁻¹ + Q)⁻¹, where Q is minus the free pair propagator. The theorem `truncation_error_bounds` takes finite complex matrices with V positive definite and 0 ≤ Q₁ ≤ Q₂, where A ≤ B means that B − A is positive semidefinite. Writing T₁ and T₂ for the T-matrices belonging to Q₁ and Q₂, it states that the difference T₁ − T₂ is positive semidefinite and lies between T₂(Q₂ − Q₁)T₂ and T₁(Q₂ − Q₁)T₁. The attempt expands the difference to second order with an exact remainder, and gets each of these two bounds from the remainder being positive semidefinite. The positivity of the difference then follows from the lower bound, which is itself positive semidefinite.

In Lean, a first try:

```lean
import Mathlib

open Matrix
open scoped ComplexOrder MatrixOrder

namespace TruncationErrorBounds

noncomputable section

variable {n p : Type*} [Fintype n] [DecidableEq n] [DecidableEq p]

/-- The ladder T-matrix `(V⁻¹ + Q)⁻¹` of a bare interaction `V`, where `Q` is minus the free
pair propagator. Its domain is `V` and `V⁻¹ + Q` invertible. -/
def tMatrix (V Q : Matrix n n ℂ) : Matrix n n ℂ := (V⁻¹ + Q)⁻¹

/-- For a positive definite interaction and a positive semidefinite `Q`, the T-matrix is
positive definite. -/
theorem tMatrix_posDef {V Q : Matrix n n ℂ} (hV : V.PosDef) (hQ : Q.PosSemidef) :
    (tMatrix V Q).PosDef :=
  (hV.inv.add_posSemidef hQ).inv

/-- For a positive definite interaction and a positive semidefinite `Q`, the T-matrix is a
two-sided inverse of `V⁻¹ + Q`. -/
theorem tMatrix_inverse {V Q : Matrix n n ℂ} (hV : V.PosDef) (hQ : Q.PosSemidef) :
    tMatrix V Q * (V⁻¹ + Q) = 1 ∧ (V⁻¹ + Q) * tMatrix V Q = 1 := by
  have h := (Matrix.isUnit_iff_isUnit_det _).mp (hV.inv.add_posSemidef hQ).isUnit
  exact ⟨Matrix.nonsing_inv_mul _ h, Matrix.mul_nonsing_inv _ h⟩

/-- Resolvent identity: for a positive definite interaction and positive semidefinite `Q₁`, `Q₂`,
the two T-matrices differ by `T₁ (Q₂ - Q₁) T₂`. -/
theorem tMatrix_sub {V Q₁ Q₂ : Matrix n n ℂ} (hV : V.PosDef) (h₁ : Q₁.PosSemidef)
    (h₂ : Q₂.PosSemidef) :
    tMatrix V Q₁ - tMatrix V Q₂ = tMatrix V Q₁ * (Q₂ - Q₁) * tMatrix V Q₂ := by
  have a := (tMatrix_inverse hV h₁).1
  have b := (tMatrix_inverse hV h₂).2
  calc tMatrix V Q₁ - tMatrix V Q₂
      = tMatrix V Q₁ * ((V⁻¹ + Q₂) * tMatrix V Q₂)
        - (tMatrix V Q₁ * (V⁻¹ + Q₁)) * tMatrix V Q₂ := by rw [a, b, mul_one, one_mul]
    _ = tMatrix V Q₁ * (Q₂ - Q₁) * tMatrix V Q₂ := by noncomm_ring

/-- The resolvent identity iterated once: for a positive definite interaction and positive
semidefinite `Q₁`, `Q₂`, the difference is `T₁ D T₁ - T₁ D T₂ D T₁` with `D = Q₂ - Q₁`. -/
theorem tMatrix_sub_second_order {V Q₁ Q₂ : Matrix n n ℂ} (hV : V.PosDef)
    (h₁ : Q₁.PosSemidef) (h₂ : Q₂.PosSemidef) :
    tMatrix V Q₁ - tMatrix V Q₂ = tMatrix V Q₁ * (Q₂ - Q₁) * tMatrix V Q₁
      - tMatrix V Q₁ * (Q₂ - Q₁) * tMatrix V Q₂ * (Q₂ - Q₁) * tMatrix V Q₁ := by
  have h : tMatrix V Q₁ - tMatrix V Q₂ * (Q₂ - Q₁) * tMatrix V Q₁ = tMatrix V Q₂ := by
    calc tMatrix V Q₁ - tMatrix V Q₂ * (Q₂ - Q₁) * tMatrix V Q₁
        = tMatrix V Q₁ + tMatrix V Q₂ * (Q₁ - Q₂) * tMatrix V Q₁ := by noncomm_ring
      _ = tMatrix V Q₁ + (tMatrix V Q₂ - tMatrix V Q₁) := by rw [← tMatrix_sub hV h₂ h₁]
      _ = tMatrix V Q₂ := by abel
  calc tMatrix V Q₁ - tMatrix V Q₂
      = tMatrix V Q₁ * (Q₂ - Q₁) * tMatrix V Q₂ := tMatrix_sub hV h₁ h₂
    _ = tMatrix V Q₁ * (Q₂ - Q₁)
        * (tMatrix V Q₁ - tMatrix V Q₂ * (Q₂ - Q₁) * tMatrix V Q₁) := by rw [h]
    _ = _ := by noncomm_ring

omit [DecidableEq n] in
/-- If `A` is positive semidefinite and `B`, `T` are Hermitian, then `T B A B T` is positive
semidefinite. -/
theorem sandwich_posSemidef {A B T : Matrix n n ℂ} (hA : A.PosSemidef) (hB : B.IsHermitian)
    (hT : T.IsHermitian) : (T * B * A * B * T).PosSemidef := by
  have h := hA.conjTranspose_mul_mul_same (B * T)
  rw [Matrix.conjTranspose_mul, hB.eq, hT.eq] at h
  simpa only [Matrix.mul_assoc] using h

/-- Truncation error of the ladder sum: for `V` positive definite and `0 ≤ Q₁ ≤ Q₂`, the excess
`T₁ - T₂` is positive semidefinite and lies between `T₂ (Q₂ - Q₁) T₂` and `T₁ (Q₂ - Q₁) T₁` in
the Loewner order. -/
theorem truncation_error_bounds {V Q₁ Q₂ : Matrix n n ℂ} (hV : V.PosDef)
    (h₁ : Q₁.PosSemidef) (h₁₂ : Q₁ ≤ Q₂) :
    0 ≤ tMatrix V Q₁ - tMatrix V Q₂ ∧
    tMatrix V Q₂ * (Q₂ - Q₁) * tMatrix V Q₂ ≤ tMatrix V Q₁ - tMatrix V Q₂ ∧
    tMatrix V Q₁ - tMatrix V Q₂ ≤ tMatrix V Q₁ * (Q₂ - Q₁) * tMatrix V Q₁ := by
  have hD : (Q₂ - Q₁).PosSemidef := Matrix.le_iff.mp h₁₂
  have h₂ : Q₂.PosSemidef := by simpa using hD.add h₁
  have t₁ := (tMatrix_posDef hV h₁).posSemidef
  have t₂ := (tMatrix_posDef hV h₂).posSemidef
  -- exchanging the two bases in the iterated identity gives the lower bound
  have low : tMatrix V Q₂ * (Q₂ - Q₁) * tMatrix V Q₂ ≤ tMatrix V Q₁ - tMatrix V Q₂ := by
    rw [Matrix.le_iff, ← neg_sub (tMatrix V Q₂), tMatrix_sub_second_order hV h₂ h₁]
    convert sandwich_posSemidef t₁ hD.isHermitian t₂.isHermitian using 1
    noncomm_ring
  have pos : 0 ≤ tMatrix V Q₂ * (Q₂ - Q₁) * tMatrix V Q₂ := by
    have h := hD.conjTranspose_mul_mul_same (tMatrix V Q₂)
    rw [t₂.isHermitian.eq] at h
    rw [Matrix.le_iff, sub_zero]
    exact h
  refine ⟨pos.trans low, low, ?_⟩
  rw [Matrix.le_iff, tMatrix_sub_second_order hV h₁ h₂, sub_sub_cancel]
  exact sandwich_posSemidef t₂ hD.isHermitian t₁.isHermitian

end

end TruncationErrorBounds
```

The compiler's answer:

```
Main.lean:83:4: error: `noncomm_ring` simp lemmas don't apply; try `abel` instead
case e'_3
n : Type u_1
inst✝¹ : Fintype n
inst✝ : DecidableEq n
V Q₁ Q₂ : Matrix n n ℂ
hV : V.PosDef
h₁ : Q₁.PosSemidef
h₁₂ : Q₁ ≤ Q₂
hD : (Q₂ - Q₁).PosSemidef
h₂ : Q₂.PosSemidef
t₁ : (tMatrix V Q₁).PosSemidef
t₂ : (tMatrix V Q₂).PosSemidef
⊢ Complex.instRCLike.toDivisionRing.toRing = Complex.instRing
```

Fix (accepted with no message):

```diff
@@ -77,9 +77,13 @@
   have t₁ := (tMatrix_posDef hV h₁).posSemidef
   have t₂ := (tMatrix_posDef hV h₂).posSemidef
-  -- exchanging the two bases in the iterated identity gives the lower bound
+  -- exchanging `Q₁` and `Q₂` in the iterated identity gives the lower bound
   have low : tMatrix V Q₂ * (Q₂ - Q₁) * tMatrix V Q₂ ≤ tMatrix V Q₁ - tMatrix V Q₂ := by
-    rw [Matrix.le_iff, ← neg_sub (tMatrix V Q₂), tMatrix_sub_second_order hV h₂ h₁]
-    convert sandwich_posSemidef t₁ hD.isHermitian t₂.isHermitian using 1
-    noncomm_ring
+    have key : tMatrix V Q₁ - tMatrix V Q₂ - tMatrix V Q₂ * (Q₂ - Q₁) * tMatrix V Q₂
+        = tMatrix V Q₂ * (Q₂ - Q₁) * tMatrix V Q₁ * (Q₂ - Q₁) * tMatrix V Q₂ := by
+      rw [← neg_sub (tMatrix V Q₂), tMatrix_sub_second_order hV h₂ h₁]
+      noncomm_ring
+    have h := sandwich_posSemidef t₁ hD.isHermitian t₂.isHermitian
+    rw [← key] at h
+    exact Matrix.le_iff.mpr h
   have pos : 0 ≤ tMatrix V Q₂ * (Q₂ - Q₁) * tMatrix V Q₂ := by
     have h := hD.conjTranspose_mul_mul_same (tMatrix V Q₂)
```

Diagnosis. The error arises in the lower bound. There `convert ... using 1` had to match the goal with the statement of `sandwich_posSemidef`. Both say that a matrix is positive semidefinite, but the goal, produced by `Matrix.le_iff`, takes the ring structure on ℂ from `Complex.instRCLike`, while the lemma takes it from `Complex.instRing`. The two are equal by definition, but `convert` unfolds too little to see this and left their equality as a goal of its own. That goal came first, so `noncomm_ring` was run on it instead of on the matrix identity it was meant for. An equation between ring structures is not an identity between elements of a ring, so its simp lemmas did not apply. The suggestion to try `abel` is no help here, for the same reason.

The repair states the matrix identity explicitly as `key`, so `noncomm_ring` now gets an equation between matrices. Rewriting with `← key` puts the positive semidefinite fact `h` into the form needed, and `exact Matrix.le_iff.mpr h` turns it into the inequality. In that last step Lean unfolds the two ring structures far enough to accept them as equal by definition, so no separate goal arises. The reworded comment has no effect on the proof.
